# Two-population spin drag: conserved momentum and an exponential law for the relative velocity

Let \(a\) and \(b\) be the number densities of spin-up and spin-down electrons, and let \(u(t)\) and \(w(t)\) be their mean velocities. All electrons have the same mass, and momentum and energy are given per unit particle mass. The velocities take values in a real inner product space, so one-dimensional and three-dimensional flow are treated together. With a constant drag coefficient \(G\), the spin-drag equations are

\[
u' = -G\,b\,(u-w), \qquad w' = -G\,a\,(w-u), \qquad t\in\mathbb{R}.
\]

The constant \(G\) sets the strength of the momentum transfer by collisions between opposite spins: per unit volume and time, the spin-up population passes the momentum \(G\,a\,b\,(u-w)\) to the spin-down population. For positive constants, the velocity of each population is pulled towards that of the other at a rate proportional to the density of the other. Three abbreviations are used below:

\[
r = u-w, \qquad k = G(a+b), \qquad V = \frac{a\,u(0)+b\,w(0)}{a+b}.
\]

Here \(r\) is the relative velocity, \(k\) is its rate constant, and \(V\) is the initial drift velocity, defined when \(a+b\neq 0\).

## The exact solution

Every solution conserves the total momentum, and its relative velocity follows an exponential:

\[
a\,u(t)+b\,w(t) = a\,u(0)+b\,w(0), \qquad r(t) = e^{-kt}\,r(0).
\]

If \(a+b\neq0\), a pair of functions \(u,w\) solves the equations exactly when, for all \(t\),

\[
u(t) = V+\frac{b}{a+b}\,e^{-kt}\,r(0), \qquad
w(t) = V-\frac{a}{a+b}\,e^{-kt}\,r(0).
\]

For positive \(G\), \(a\) and \(b\), both velocities tend to \(V\). The quantity that decays is the relative velocity. The spin current \(a\,u-b\,w\) tends to \((a-b)V\), which is nonzero when the densities differ and the gas as a whole is moving.

## The drag step in a two-fluid code

In a two-fluid simulation of a spin-polarised electron gas, the formula gives the exact drag update for a substep in which \(G\) and the densities are frozen and drag is the only term that changes the velocities; advection and all other forces are left to other substeps. With time counted from the start of a substep of length \(h\), the update can be written as

\[
u_{\text{new}} = u+\frac{b}{a+b}\,(e^{-kh}-1)(u-w), \qquad
w_{\text{new}} = w-\frac{a}{a+b}\,(e^{-kh}-1)(u-w).
\]

When \(kh\) is small, the factor \(e^{-kh}-1\) is best evaluated with an `expm1` routine, which avoids cancellation.

The same formulas give test values for a general integrator. An explicit Euler step multiplies the relative velocity by \(1-kh\) in place of \(e^{-kh}\), so it reverses the sign of \(r\) when \(kh>1\). It still conserves \(a\,u+b\,w\) in exact arithmetic. A momentum check alone therefore does not detect this error, and the relative velocity has to be checked as well.

## From opposite forces to the exponential law

**Momentum.** Multiply the first equation by \(a\), the second by \(b\), and add:

\[
(a\,u+b\,w)' = -Gab\,(u-w)-Gab\,(w-u) = 0.
\]

A function on the real line with zero derivative everywhere is constant, so \(a\,u+b\,w\) keeps its initial value.

**Relative velocity.** Subtract the second equation from the first:

\[
r' = -Gb\,(u-w)+Ga\,(w-u) = -G(a+b)\,r = -k\,r.
\]

Multiplication by the integrating factor \(e^{kt}\) gives

\[
\bigl(e^{kt}r\bigr)' = k\,e^{kt}r-k\,e^{kt}r = 0.
\]

Hence \(e^{kt}r(t)=r(0)\), and multiplication by \(e^{-kt}\) gives the exponential law.

**Splitting the velocities.** Let \(a+b\neq0\). For any two vectors \(x,y\),

\[
\frac{a x+b y}{a+b}+\frac{b}{a+b}(x-y) = x, \qquad
\frac{a x+b y}{a+b}-\frac{a}{a+b}(x-y) = y.
\]

Take \(x=u(t)\) and \(y=w(t)\). Momentum conservation makes the first term equal to \(V\), and the exponential law replaces \(x-y\) by \(e^{-kt}r(0)\). This gives the explicit velocities.

**The converse.** Suppose that \(u\) and \(w\) have the explicit form. Their difference is

\[
u(t)-w(t) = \frac{b+a}{a+b}\,e^{-kt}r(0) = e^{-kt}r(0).
\]

Differentiation, with \(k=G(a+b)\), gives

\[
u'(t) = -\frac{b\,k}{a+b}\,e^{-kt}r(0) = -Gb\,(u(t)-w(t)),
\]

\[
w'(t) = \frac{a\,k}{a+b}\,e^{-kt}r(0) = Ga\,(u(t)-w(t)) = -Ga\,(w(t)-u(t)).
\]

These are the spin-drag equations.

**Late times.** If \(G,a,b>0\), then \(k>0\) and \(e^{-kt}\to0\) as \(t\to\infty\). The second term in each explicit velocity vanishes in the limit, which leaves \(V\).

**Energy.** The kinetic energy density per unit particle mass is \(K=\tfrac a2|u|^2+\tfrac b2|w|^2\). Its derivative is

\[
K' = a\langle u,u'\rangle+b\langle w,w'\rangle
= -Gab\,\langle u,r\rangle+Gab\,\langle w,r\rangle
= -Gab\,|r|^2.
\]

For positive constants, drag removes kinetic energy from the mean flow whenever the two velocities differ.

## The Lean file

```lean
import Mathlib

open Filter Topology

namespace SpinDrag

noncomputable section

variable {E : Type*} [NormedAddCommGroup E] [InnerProductSpace ℝ E]

/-- The spin-drag equations for the velocities `u`, `w` of two spin populations with
densities `a`, `b` and drag coefficient `G`. -/
def IsSpinDragFlow (G a b : ℝ) (u w : ℝ → E) : Prop :=
  ∀ t, HasDerivAt u (-(G * b) • (u t - w t)) t ∧
    HasDerivAt w (-(G * a) • (w t - u t)) t

/-- The density-weighted mean of the two spin velocities. -/
def drift (a b : ℝ) (x y : E) : E := (a + b)⁻¹ • (a • x + b • y)

/-- The kinetic energy density of the two drifting populations, per unit particle mass. -/
def kineticEnergy (a b : ℝ) (x y : E) : ℝ := a / 2 * ‖x‖ ^ 2 + b / 2 * ‖y‖ ^ 2

/-- The time derivative of an exponential with rate `k`. -/
lemma hasDerivAt_exp_rate (k t : ℝ) :
    HasDerivAt (fun s : ℝ => Real.exp (k * s)) (Real.exp (k * t) * k) t :=
  (((hasDerivAt_id t).const_mul k).exp).congr_deriv (by simp)

/-- The total momentum of the two spin populations is constant in time. -/
theorem momentum_conserved {G a b : ℝ} {u w : ℝ → E} (h : IsSpinDragFlow G a b u w)
    (t : ℝ) : a • u t + b • w t = a • u 0 + b • w 0 := by
  -- the two drag forces are opposite
  have hd : ∀ s, HasDerivAt (fun s => a • u s + b • w s) 0 s := by
    intro s
    have h1 := ((h s).1.const_smul a).fun_add ((h s).2.const_smul b)
    exact h1.congr_deriv (by module)
  exact is_const_of_deriv_eq_zero (fun s => (hd s).differentiableAt)
    (fun s => (hd s).deriv) t 0

/-- The relative velocity of the two spin populations at time `t` is its initial value times `exp
(-G (a + b) t)`. -/
theorem relative_velocity_decay {G a b : ℝ} {u w : ℝ → E}
    (h : IsSpinDragFlow G a b u w) (t : ℝ) :
    u t - w t = Real.exp (-(G * (a + b)) * t) • (u 0 - w 0) := by
  -- the integrating factor turns the relative velocity into a constant
  have hd : ∀ s, HasDerivAt
      (fun s => Real.exp (G * (a + b) * s) • (u s - w s)) 0 s := by
    intro s
    have h1 := (hasDerivAt_exp_rate (G * (a + b)) s).smul ((h s).1.fun_sub (h s).2)
    exact h1.congr_deriv (by
      try dsimp only
      module)
  have hc : Real.exp (G * (a + b) * t) • (u t - w t)
      = Real.exp (G * (a + b) * 0) • (u 0 - w 0) :=
    is_const_of_deriv_eq_zero (fun s => (hd s).differentiableAt)
      (fun s => (hd s).deriv) t 0
  have h0 : Real.exp (-(G * (a + b)) * t) * Real.exp (G * (a + b) * t) = 1 := by
    rw [← Real.exp_add, neg_mul, neg_add_cancel, Real.exp_zero]
  calc u t - w t
      = Real.exp (-(G * (a + b)) * t) • (Real.exp (G * (a + b) * t) • (u t - w t)) := by
        rw [smul_smul, h0, one_smul]
    _ = Real.exp (-(G * (a + b)) * t) • (u 0 - w 0) := by
        rw [hc, mul_zero, Real.exp_zero, one_smul]

/-- If `a + b ≠ 0`, the first velocity is the drift velocity plus `b / (a + b)` times the relative
velocity `x - y`, and the second is the drift velocity minus `a / (a + b)` times it. -/
lemma velocity_split {a b : ℝ} (hab : a + b ≠ 0) (x y : E) :
    x = drift a b x y + (b / (a + b)) • (x - y) ∧
      y = drift a b x y - (a / (a + b)) • (x - y) := by
  unfold drift
  constructor
  · match_scalars <;> field_simp
    all_goals ring
  · match_scalars <;> field_simp <;> ring

/-- If `a + b ≠ 0`, two spin velocities obey the spin-drag equations exactly when, at every time
`t`, `u` is the initial drift plus `b / (a + b) * exp (-G (a + b) t)` times the initial relative
velocity, and `w` is the initial drift minus `a / (a + b) * exp (-G (a + b) t)` times it. -/
theorem spinDragFlow_iff {G a b : ℝ} (hab : a + b ≠ 0) (u w : ℝ → E) :
    IsSpinDragFlow G a b u w ↔ ∀ t,
      u t = drift a b (u 0) (w 0)
        + (b / (a + b) * Real.exp (-(G * (a + b)) * t)) • (u 0 - w 0) ∧
      w t = drift a b (u 0) (w 0)
        - (a / (a + b) * Real.exp (-(G * (a + b)) * t)) • (u 0 - w 0) := by
  constructor
  · intro h t
    have hV : drift a b (u t) (w t) = drift a b (u 0) (w 0) := by
      unfold drift
      rw [momentum_conserved h t]
    have hs := velocity_split hab (u t) (w t)
    exact ⟨hs.1.trans (by rw [hV, relative_velocity_decay h t, smul_smul]),
      hs.2.trans (by rw [hV, relative_velocity_decay h t, smul_smul])⟩
  · intro h
    generalize drift a b (u 0) (w 0) = V at h
    generalize u 0 - w 0 = d at h
    have hu := funext fun s => (h s).1
    have hw := funext fun s => (h s).2
    intro t
    have hrel : u t - w t = Real.exp (-(G * (a + b)) * t) • d := by
      rw [(h t).1, (h t).2]
      generalize Real.exp _ = e
      match_scalars <;> field_simp <;> ring
    have he := hasDerivAt_exp_rate (-(G * (a + b))) t
    -- differentiate the explicit velocities and compare with the drag forces
    constructor
    · have h1 : HasDerivAt u ((b / (a + b) *
          (Real.exp (-(G * (a + b)) * t) * -(G * (a + b)))) • d) t := by
        rw [hu]
        exact ((he.const_mul _).smul_const d).const_add V
      refine h1.congr_deriv ?_
      rw [hrel, smul_smul]
      generalize Real.exp _ = e
      congr 1
      field_simp
    · have h1 : HasDerivAt w (-((a / (a + b) *
          (Real.exp (-(G * (a + b)) * t) * -(G * (a + b)))) • d)) t := by
        rw [hw]
        exact ((he.const_mul _).smul_const d).const_sub V
      refine h1.congr_deriv ?_
      rw [← neg_sub (u t) (w t), hrel, smul_neg, smul_smul]
      generalize Real.exp _ = e
      congr 2
      field_simp

/-- For positive densities and drag coefficient, both spin velocities tend to the
initial drift velocity at late times. -/
theorem tendsto_common_drift {G a b : ℝ} (hG : 0 < G) (ha : 0 < a) (hb : 0 < b)
    {u w : ℝ → E} (h : IsSpinDragFlow G a b u w) :
    Tendsto u atTop (𝓝 (drift a b (u 0) (w 0))) ∧
      Tendsto w atTop (𝓝 (drift a b (u 0) (w 0))) := by
  have hab : 0 < a + b := add_pos ha hb
  have hk : -(G * (a + b)) < 0 := neg_lt_zero.mpr (mul_pos hG hab)
  have he : Tendsto (fun t : ℝ => Real.exp (-(G * (a + b)) * t)) atTop (𝓝 0) :=
    Real.tendsto_exp_atBot.comp (tendsto_id.const_mul_atTop_of_neg hk)
  have hs := (spinDragFlow_iff hab.ne' u w).mp h
  constructor
  · have h1 := (tendsto_const_nhds (x := drift a b (u 0) (w 0))).add
      ((he.const_mul (b / (a + b))).smul_const (u 0 - w 0))
    rw [mul_zero, zero_smul, add_zero] at h1
    exact h1.congr fun t => (hs t).1.symm
  · have h1 := (tendsto_const_nhds (x := drift a b (u 0) (w 0))).sub
      ((he.const_mul (a / (a + b))).smul_const (u 0 - w 0))
    rw [mul_zero, zero_smul, sub_zero] at h1
    exact h1.congr fun t => (hs t).2.symm

/-- Spin drag changes the kinetic energy at the rate `-G a b` times the squared
relative speed. -/
theorem kineticEnergy_dissipation {G a b : ℝ} {u w : ℝ → E}
    (h : IsSpinDragFlow G a b u w) (t : ℝ) :
    HasDerivAt (fun s => kineticEnergy a b (u s) (w s))
      (-(G * a * b) * ‖u t - w t‖ ^ 2) t := by
  have h1 := ((h t).1.norm_sq.const_mul (a / 2)).fun_add
    ((h t).2.norm_sq.const_mul (b / 2))
  refine h1.congr_deriv ?_
  rw [← real_inner_self_eq_norm_sq]
  simp only [inner_smul_right, inner_sub_left, inner_sub_right]
  rw [real_inner_comm (w t) (u t)]
  ring

/-- With densities 1 and 2 and unit drag coefficient, the velocities `2 exp(-3t)` and
`-exp(-3t)` obey the spin-drag equations. -/
theorem isSpinDragFlow_witness :
    IsSpinDragFlow 1 1 2 (fun t : ℝ => 2 * Real.exp (-3 * t))
      (fun t : ℝ => (-1) * Real.exp (-3 * t)) := by
  intro t
  have he := hasDerivAt_exp_rate (-3) t
  exact ⟨(he.const_mul 2).congr_deriv (by simp only [smul_eq_mul]; ring),
    (he.const_mul (-1)).congr_deriv (by simp only [smul_eq_mul]; ring)⟩

end

end SpinDrag
```

```lean
#print axioms SpinDrag.spinDragFlow_iff
#print axioms SpinDrag.tendsto_common_drift
#print axioms SpinDrag.kineticEnergy_dissipation
```

```
'SpinDrag.spinDragFlow_iff' depends on axioms: [propext, Classical.choice, Quot.sound]
'SpinDrag.tendsto_common_drift' depends on axioms: [propext, Classical.choice, Quot.sound]
'SpinDrag.kineticEnergy_dissipation' depends on axioms: [propext, Classical.choice, Quot.sound]
```

## How the theorems read, and where the model stops

The type `E` is the space of velocities. It is a real inner product space of any dimension, and the inner product itself is needed only for the energy theorem. The velocities are functions `u w : ℝ → E`, and `G`, `a` and `b` are real numbers. The predicate `IsSpinDragFlow G a b u w` says that at every real time both functions have the derivatives prescribed by the drag equations. Differentiability is therefore part of the hypothesis. The symbol `•` multiplies a vector by a real number.

`drift a b x y` is the density-weighted mean of two velocities, so \(V\) is `drift a b (u 0) (w 0)`. `kineticEnergy` is \(K\).

The theorems make different demands on the constants:

- `momentum_conserved`, `relative_velocity_decay` and `kineticEnergy_dissipation` hold for all real `G`, `a` and `b`. Despite the names of the last two, actual decay and actual energy loss depend on the signs of the constants.
- `spinDragFlow_iff` assumes `a + b ≠ 0`, since it divides by the total density. It covers both directions: every solution has the explicit form, and every pair of that form is a solution.
- `tendsto_common_drift` assumes that all three constants are positive. `Tendsto u atTop (𝓝 ...)` is the limit of \(u(t)\) as \(t\to\infty\).

The proofs follow the derivation above. In `momentum_conserved`, the derivative rules for scalar multiples and sums produce the two drag terms, `module` checks that they cancel, and `is_const_of_deriv_eq_zero` turns the zero derivative into constancy. `relative_velocity_decay` does the same for the product with the integrating factor, whose derivative comes from `hasDerivAt_exp_rate`. Its closing `calc` multiplies by the inverse exponential.

`velocity_split` is the algebraic splitting of two velocities. The forward half of `spinDragFlow_iff` applies it at time `t` and rewrites with the two preceding theorems. The reverse half first replaces the initial drift and the initial relative velocity by fixed vectors `V` and `d`. It then computes the difference `hrel`, differentiates the explicit functions, and uses `field_simp` to cancel \(a+b\) when comparing with the drag terms.

`tendsto_common_drift` takes the limit of the explicit formula term by term. `kineticEnergy_dissipation` differentiates the squared norms, expands the inner products and uses their symmetry before `ring` finishes the calculation.

`isSpinDragFlow_witness` checks a concrete flow with unequal densities: \(G=1\), \(a=1\), \(b=2\), \(u=2e^{-3t}\) and \(w=-e^{-3t}\). Its total momentum is zero and its relative velocity is \(3e^{-3t}\), which makes it a convenient test case for a code.

The model has constant, uniform densities and a drag force linear in the relative velocity. The coefficient \(G\) is an input: the file does not derive it from the Coulomb interaction or give its dependence on density and temperature. Electric fields, impurity and phonon scattering, spin flips and pressure gradients are absent. The energy lost by the mean flow would appear as heat in a real gas, but the model has no variable for it.

The equations are assumed at all real times, so a solution known only on a finite interval does not directly satisfy the hypothesis. The theorems concern exact real numbers, and the rounding and time-step errors of an implementation need their own analysis.
